# The curvature of a two-bead centroid potential where both beads sit at a stationary radius

Two beads in a plane sit at `(x, s)` and `(x, -s)`, and the centroid potential is the mean of a radial potential V over their distances from the origin, as a function of x at fixed s, with no spring energy and no average over s. The theorem `centroid_curvature` takes V differentiable at positive distances, with V′(r0) = 0 and V″(r0) = k, and 0 < s < r0. It states that at x = √(r0² − s²), where both beads are at distance r0, the second derivative of the centroid potential is k(1 − s²/r0²). The proof writes the slope as V′(ρ)·x/ρ with ρ = √(x² + s²) and differentiates this product; the term with V′(r0) vanishes, and k(x/r0)² remains.

The failing Lean file:

```lean
import Mathlib

namespace CentroidCurvature

noncomputable section

/-- The centroid potential of two beads at `(x, s)` and `(x, -s)`: the mean of the radial
potential `V` over the distances of the beads from the origin. -/
def centroidPotential (V : ℝ → ℝ) (s x : ℝ) : ℝ :=
  (V (√(x ^ 2 + s ^ 2)) + V (√(x ^ 2 + (-s) ^ 2))) / 2

/-- Both beads are equally far from the origin, so the centroid potential is the radial
potential at their common distance. -/
theorem centroidPotential_eq (V : ℝ → ℝ) (s x : ℝ) :
    centroidPotential V s x = V (√(x ^ 2 + s ^ 2)) := by
  unfold centroidPotential
  rw [neg_sq]
  ring

/-- For `s > 0`, the distance of a bead from the origin changes with the centroid position `x`
at the rate `x` divided by that distance. -/
theorem hasDerivAt_radius {s : ℝ} (hs : 0 < s) (x : ℝ) :
    HasDerivAt (fun x : ℝ => √(x ^ 2 + s ^ 2)) (x / √(x ^ 2 + s ^ 2)) x := by
  have hpos : 0 < x ^ 2 + s ^ 2 := by positivity
  have h : HasDerivAt (fun x : ℝ => x ^ 2 + s ^ 2) (2 * x) x :=
    ((hasDerivAt_pow 2 x).add_const (s ^ 2)).congr_deriv (by norm_num)
  exact (h.sqrt hpos.ne').congr_deriv (mul_div_mul_left _ _ two_ne_zero)

/-- For `s > 0` and a radial potential differentiable at positive distances, the slope of the
centroid potential is the radial slope projected onto the centroid axis. -/
theorem centroid_slope {V : ℝ → ℝ} {s : ℝ} (hs : 0 < s)
    (hV : ∀ r, 0 < r → DifferentiableAt ℝ V r) (x : ℝ) :
    HasDerivAt (centroidPotential V s)
      (deriv V (√(x ^ 2 + s ^ 2)) * (x / √(x ^ 2 + s ^ 2))) x := by
  have e : centroidPotential V s = fun x => V (√(x ^ 2 + s ^ 2)) :=
    funext (centroidPotential_eq V s)
  have hρ : 0 < √(x ^ 2 + s ^ 2) := Real.sqrt_pos.2 (by positivity)
  rw [e]
  exact (hV _ hρ).hasDerivAt.comp x (hasDerivAt_radius hs x)

/-- Let a radial potential, differentiable at positive distances, be stationary at `r0` with
curvature `k` there. For `0 < s < r0` the centroid potential has curvature
`k (1 - s² / r0²)` at `√(r0² - s²)`. -/
theorem centroid_curvature {V : ℝ → ℝ} {s r0 k : ℝ} (hs : 0 < s) (hr : s < r0)
    (hV : ∀ r, 0 < r → DifferentiableAt ℝ V r) (h0 : deriv V r0 = 0)
    (hk : HasDerivAt (deriv V) k r0) :
    HasDerivAt (deriv (centroidPotential V s)) (k * (1 - s ^ 2 / r0 ^ 2))
      (√(r0 ^ 2 - s ^ 2)) := by
  have hr0 : 0 < r0 := hs.trans hr
  have hd : deriv (centroidPotential V s) =
      fun x => deriv V (√(x ^ 2 + s ^ 2)) * (x / √(x ^ 2 + s ^ 2)) :=
    funext fun x => (centroid_slope hs hV x).deriv
  have key : ∀ x0 : ℝ, x0 ^ 2 = r0 ^ 2 - s ^ 2 →
      HasDerivAt (deriv (centroidPotential V s)) (k * (1 - s ^ 2 / r0 ^ 2)) x0 := by
    intro x0 hx0
    -- at this centroid position the beads sit exactly at the distance r0
    have hρ : √(x0 ^ 2 + s ^ 2) = r0 := by
      rw [hx0, sub_add_cancel, Real.sqrt_sq hr0.le]
    have hne : √(x0 ^ 2 + s ^ 2) ≠ 0 := by rw [hρ]; exact hr0.ne'
    have hk' : HasDerivAt (deriv V) k (√(x0 ^ 2 + s ^ 2)) := by rw [hρ]; exact hk
    have hR := hasDerivAt_radius hs x0
    have h1 : HasDerivAt (fun x => deriv V (√(x ^ 2 + s ^ 2)))
        (k * (x0 / √(x0 ^ 2 + s ^ 2))) x0 := hk'.comp x0 hR
    have h2 : HasDerivAt (fun x : ℝ => x / √(x ^ 2 + s ^ 2))
        ((1 * √(x0 ^ 2 + s ^ 2) - x0 * (x0 / √(x0 ^ 2 + s ^ 2))) / √(x0 ^ 2 + s ^ 2) ^ 2)
        x0 := (hasDerivAt_id x0).div hR hne
    rw [hd]
    refine (h1.fun_mul h2).congr_deriv ?_
    -- the radial slope vanishes, and only the projected curvature survives
    simp only [hρ, h0, zero_mul, add_zero]
    have hc : x0 / r0 * (x0 / r0) = 1 - s ^ 2 / r0 ^ 2 := by
      field_simp
      linarith
    rw [mul_assoc, hc]
  exact key _ (Real.sq_sqrt (by nlinarith))

end

end CentroidCurvature
```

The error:

```
Main.lean:63:45: error: Type mismatch
  HasDerivAt.comp x0 ?m.638 hR
has type
  HasDerivAt (?m.635 ∘ fun x => √(x ^ 2 + s ^ 2)) (?m.637 * (x0 / √(x0 ^ 2 + s ^ 2))) x0
but is expected to have type
  HasDerivAt (fun x => deriv V √(x ^ 2 + s ^ 2)) (k * (x0 / √(x0 ^ 2 + s ^ 2))) x0
```

Diagnosis. The error is in `h1`, the chain rule for V′(ρ). The term `hk'.comp x0 hR` is the right one, but Lean checks it against the stated type before it has used `hk'`. The message shows this: the outer function is still the unknown `?m.635`, its derivative is `?m.637`, and `?m.638` stands where `hk'` belongs. Lean then has to match `?m.635 ∘ fun x => √(x ^ 2 + s ^ 2)` with `fun x => deriv V √(x ^ 2 + s ^ 2)`, and it does not find that the unknown function is `deriv V`.

The repair first builds the same term in `have h := hk'.comp x0 hR`, with no stated type to match. There `hk'` settles the outer function as `deriv V` and its derivative as `k`. What `exact h` then has to check is that `deriv V ∘ fun x => √(x ^ 2 + s ^ 2)` agrees with the function written out in `h1`, and this holds by unfolding the composition.

The repair, with which the file compiles:

```diff
@@ -61,5 +61,7 @@
     have hR := hasDerivAt_radius hs x0
     have h1 : HasDerivAt (fun x => deriv V (√(x ^ 2 + s ^ 2)))
-        (k * (x0 / √(x0 ^ 2 + s ^ 2))) x0 := hk'.comp x0 hR
+        (k * (x0 / √(x0 ^ 2 + s ^ 2))) x0 := by
+      have h := hk'.comp x0 hR
+      exact h
     have h2 : HasDerivAt (fun x : ℝ => x / √(x ^ 2 + s ^ 2))
         ((1 * √(x0 ^ 2 + s ^ 2) - x0 * (x0 / √(x0 ^ 2 + s ^ 2))) / √(x0 ^ 2 + s ^ 2) ^ 2)
```
